# Rashba splitting of a $p_z$ level at second order in a p-shell model

The p shell is represented here by explicit $3\times3$ matrices in the basis $p_x,p_y,p_z$, tensored with spin $1/2$. Surroundings enter through a term linear in the in-plane wave vector $(k_x,k_y)$, with length $k$, and through an energy $\delta$ that separates $p_z$ from $p_x,p_y$. In this non-interacting, single-shell model, the second-order Rashba term of a $p_z$ band is proportional to the product of atomic spin-orbit coupling and inversion asymmetry.

## An isolated p shell with spin

Components $x,y,z$ carry the indices $a=0,1,2$, as in Lean. `orbL` holds the orbital matrices $l_a$ in units of $\hbar$, `pauli` the matrices $\sigma_a$, and `pzProj` is the projector $P$ on $p_z$ with either spin. Other shells are absent.

```lean
import Mathlib

open Matrix
open scoped Kronecker

namespace RashbaFromAtomicCoupling

noncomputable section

/-- The orbital angular momentum matrices `l_x, l_y, l_z` (in units of ħ) in the basis
`p_x, p_y, p_z`. -/
def orbL : Fin 3 → Matrix (Fin 3) (Fin 3) ℂ :=
  ![!![0, 0, 0; 0, 0, -Complex.I; 0, Complex.I, 0],
    !![0, 0, Complex.I; 0, 0, 0; -Complex.I, 0, 0],
    !![0, -Complex.I, 0; Complex.I, 0, 0; 0, 0, 0]]

/-- The Pauli matrices `σ_x, σ_y, σ_z`. -/
def pauli : Fin 3 → Matrix (Fin 2) (Fin 2) ℂ :=
  ![!![0, 1; 1, 0], !![0, -Complex.I; Complex.I, 0], !![1, 0; 0, -1]]

/-- The orbital projector on `p_z`. -/
def pz : Matrix (Fin 3) (Fin 3) ℂ := !![0, 0, 0; 0, 0, 0; 0, 0, 1]

/-- The projector on `p_z` with either spin. -/
def pzProj : Matrix (Fin 3 × Fin 2) (Fin 3 × Fin 2) ℂ :=
  pz ⊗ₖ (1 : Matrix (Fin 2) (Fin 2) ℂ)
```

## Atomic coupling and a linear asymmetry term

The perturbation is
$$H_1=\xi\,\mathbf l\cdot\mathbf s+\gamma(k_yl_0-k_xl_1),\qquad s_a=\sigma_a/2.$$
The strength $\xi$ belongs to the atom. The constant $\gamma$ is postulated: it stands for the hopping between $p_z$ and in-plane orbitals that a surface or interface allows by breaking the mirror symmetry $z\to-z$, expanded to first order in $k$.

Collecting the factors of each $l_a$ gives
$$H_1=\sum_a l_a\otimes F_a,\qquad F_a=\tfrac{\xi}{2}\sigma_a+\gamma f_a,\qquad f=(k_y,-k_x,0).$$
`spinField` is $F_a$, and `H1_eq` checks this regrouping entry by entry. The definitions `rashba` and `level` name the spin matrix $R$ and the energies-squared $\varepsilon_\pm$ derived below.

```lean
/-- The perturbation `ξ l·s + γ (k_y l_x - k_x l_y)` on the p shell with spin. -/
def H1 (ξ γ kx ky : ℝ) : Matrix (Fin 3 × Fin 2) (Fin 3 × Fin 2) ℂ :=
  (ξ : ℂ) • (∑ a, orbL a ⊗ₖ ((1 / 2 : ℂ) • pauli a)) +
    (γ : ℂ) • ((ky : ℂ) • (orbL 0 ⊗ₖ (1 : Matrix (Fin 2) (Fin 2) ℂ)) -
      (kx : ℂ) • (orbL 1 ⊗ₖ (1 : Matrix (Fin 2) (Fin 2) ℂ)))

/-- The spin matrix that multiplies the component `l_a` in the perturbation. -/
def spinField (ξ γ kx ky : ℝ) (a : Fin 3) : Matrix (Fin 2) (Fin 2) ℂ :=
  ((ξ : ℂ) / 2) • pauli a + ((γ : ℂ) * ![(ky : ℂ), -(kx : ℂ), 0] a) • 1

/-- The spin matrix `ξ²/2 + γ²k² + ξγ (k_y σ_x - k_x σ_y)`. -/
def rashba (ξ γ kx ky : ℝ) : Matrix (Fin 2) (Fin 2) ℂ :=
  ((ξ : ℂ) ^ 2 / 2 + (γ : ℂ) ^ 2 * ((kx : ℂ) ^ 2 + (ky : ℂ) ^ 2)) • 1 +
    ((ξ : ℂ) * γ) • ((ky : ℂ) • pauli 0 - (kx : ℂ) • pauli 1)

/-- The number `ξ²/2 + γ²k² + s |ξγ| |k|`, for a real factor `s`. -/
def level (ξ γ kx ky s : ℝ) : ℝ :=
  ξ ^ 2 / 2 + γ ^ 2 * (kx ^ 2 + ky ^ 2) + s * (|ξ * γ| * √(kx ^ 2 + ky ^ 2))

/-- The perturbation is a sum of orbital components, each multiplied by its spin matrix. -/
theorem H1_eq (ξ γ kx ky : ℝ) :
    H1 ξ γ kx ky = ∑ a, orbL a ⊗ₖ spinField ξ γ kx ky a := by
  ext ⟨i, s⟩ ⟨j, t⟩
  simp only [H1, spinField, Fin.sum_univ_three, Matrix.add_apply, Matrix.sub_apply,
    Matrix.smul_apply, Matrix.kroneckerMap_apply, smul_eq_mul, Matrix.cons_val]
  ring
```

## A state without orbital moment

The matrices give $l_0|p_z\rangle=-i|p_y\rangle$, $l_1|p_z\rangle=i|p_x\rangle$ and $l_2|p_z\rangle=0$. Hence $\langle p_z|l_a|p_z\rangle=0$, so $PH_1P=0$. Taking inner products of these vectors, $\langle p_z|l_al_b|p_z\rangle$ is 1 for $a=b=0$ or $a=b=1$, and 0 otherwise. Therefore $PH_1^2P=(F_0^2+F_1^2)P$, with
$$F_0^2=\tfrac{\xi^2}{4}+\gamma^2k_y^2+\xi\gamma k_y\sigma_0,\qquad F_1^2=\tfrac{\xi^2}{4}+\gamma^2k_x^2-\xi\gamma k_x\sigma_1.$$
Their sum is
$$R=\tfrac{\xi^2}{2}+\gamma^2k^2+\xi\gamma(k_y\sigma_0-k_x\sigma_1).$$

The first two lemmas check the orbital products case by case, and `spinField_sq_add` adds the squares using $i^2=-1$. The two theorems then multiply orbital and spin factors separately through `Matrix.mul_kronecker_mul`.

For $(p_x+ip_y)/\sqrt2$ in place of $p_z$, $l_2$ has expectation value 1, and a first-order term $\xi\sigma_2/2$ remains.

```lean
/-- Orbital angular momentum has no expectation value in `p_z`. -/
theorem pz_orbL_pz (a : Fin 3) : pz * orbL a * pz = 0 := by
  fin_cases a <;> ext i j <;> fin_cases i <;> fin_cases j <;>
    simp [orbL, pz, Matrix.mul_apply, Fin.sum_univ_succ]

/-- Between `p_z` orbitals, a product of two components of `l` gives the projector for
`l_x²` and `l_y²`, and zero for every other pair. -/
theorem pz_orbL_orbL_pz (a b : Fin 3) :
    pz * (orbL a * orbL b) * pz = if a = b ∧ a ≠ 2 then pz else 0 := by
  fin_cases a <;> fin_cases b <;> ext i j <;> fin_cases i <;> fin_cases j <;>
    simp [orbL, pz, Matrix.mul_apply, Fin.sum_univ_succ]

/-- The squares of the two in-plane spin matrices add up to the Rashba matrix. -/
theorem spinField_sq_add (ξ γ kx ky : ℝ) :
    spinField ξ γ kx ky 0 * spinField ξ γ kx ky 0 +
      spinField ξ γ kx ky 1 * spinField ξ γ kx ky 1 = rashba ξ γ kx ky := by
  ext i j
  fin_cases i <;> fin_cases j <;>
    simp [spinField, rashba, pauli, Matrix.mul_apply, Fin.sum_univ_two]
  · linear_combination (-((ξ : ℂ) ^ 2 / 4)) * Complex.I_sq
  · ring
  · ring
  · linear_combination (-((ξ : ℂ) ^ 2 / 4)) * Complex.I_sq

/-- The perturbation has no first-order effect within the `p_z` states. -/
theorem first_order_vanishes (ξ γ kx ky : ℝ) :
    pzProj * H1 ξ γ kx ky * pzProj = 0 := by
  rw [H1_eq, pzProj]
  simp only [Fin.sum_univ_three, mul_add, add_mul, ← Matrix.mul_kronecker_mul,
    pz_orbL_pz, Matrix.zero_kronecker, add_zero]

/-- Projected on `p_z`, the square of the perturbation is
`ξ²/2 + γ²k² + ξγ (k_y σ_x - k_x σ_y)` acting on the spin. -/
theorem projected_square (ξ γ kx ky : ℝ) :
    pzProj * H1 ξ γ kx ky ^ 2 * pzProj =
      ((1 : Matrix (Fin 3) (Fin 3) ℂ) ⊗ₖ rashba ξ γ kx ky) * pzProj := by
  rw [pow_two, H1_eq, pzProj, ← spinField_sq_add]
  -- only the terms with `l_x²` and `l_y²` survive the projection
  simp only [Fin.sum_univ_three, mul_add, add_mul, ← Matrix.mul_kronecker_mul,
    pz_orbL_orbL_pz, one_mul, mul_one, Matrix.kronecker_add]
  simp
```

## A nonzero energy separation

$PH_1^2P$ is an energy squared. Let $p_z$ lie at energy $\delta\neq0$ relative to degenerate $p_x,p_y$. Second-order perturbation theory gives
$$H_{\rm eff}=PH_1\,\delta^{-1}(1-P)\,H_1P=\delta^{-1}\left(PH_1^2P-(PH_1P)H_1P\right)=\delta^{-1}RP.$$
Lean states this multiplied by $\delta$. `noncomm_ring` supplies the middle equality, the vanishing first order removes the subtracted term, and `hδ` cancels $\delta\,\delta^{-1}$. The perturbation formula is the starting point. It is accurate when $|\xi|$ and $|\gamma|k$ are small compared with $|\delta|$; higher orders are left out.

At $\delta=0$ the expansion loses its meaning; Lean's $0^{-1}=0$ would make the left side zero, contradicting the equation whenever $\xi\neq0$.

```lean
/-- If `p_z` lies at a nonzero energy `δ` relative to degenerate `p_x` and `p_y`, the
second-order effective Hamiltonian of the `p_z` states, multiplied by `δ`, is the Rashba matrix
acting on their spin. -/
theorem second_order_hamiltonian (ξ γ kx ky δ : ℝ) (hδ : δ ≠ 0) :
    (δ : ℂ) • (pzProj * H1 ξ γ kx ky * ((δ : ℂ)⁻¹ • (1 - pzProj)) *
      H1 ξ γ kx ky * pzProj) =
      ((1 : Matrix (Fin 3) (Fin 3) ℂ) ⊗ₖ rashba ξ γ kx ky) * pzProj := by
  have hδ' : (δ : ℂ) ≠ 0 := Complex.ofReal_ne_zero.mpr hδ
  -- the intermediate `p_z` states drop out, since the first order vanishes
  have h : pzProj * H1 ξ γ kx ky * (1 - pzProj) * H1 ξ γ kx ky * pzProj =
      pzProj * H1 ξ γ kx ky ^ 2 * pzProj -
        (pzProj * H1 ξ γ kx ky * pzProj) * H1 ξ γ kx ky * pzProj := by
    noncomm_ring
  rw [first_order_vanishes, zero_mul, zero_mul, sub_zero, projected_square] at h
  simp only [Matrix.mul_smul, Matrix.smul_mul]
  rw [smul_smul, mul_inv_cancel₀ hδ', one_smul, h]
```

## Real parameters

Real $\xi,\gamma,k_x,k_y$ make $H_1$ Hermitian. Since $\sigma_0$ and $\sigma_1$ anticommute, $(k_y\sigma_0-k_x\sigma_1)^2=k^2$, and
$$\det(R-\mu)=\left(\tfrac{\xi^2}{2}+\gamma^2k^2-\mu\right)^2-\xi^2\gamma^2k^2=(\mu-\varepsilon_+)(\mu-\varepsilon_-),$$
$$\varepsilon_\pm=\tfrac{\xi^2}{2}+\gamma^2k^2\pm|\xi\gamma|k.$$
The theorem says that a complex $\mu$ has a nonzero eigenvector of $R$ exactly when it equals one of these levels. Its proof establishes the factorisation `hdet` and uses that a matrix has a nonzero kernel vector exactly when its determinant vanishes. Reality enters through $|\xi\gamma|^2=(\xi\gamma)^2$. With $\xi=i$, $\gamma=1$ and $k\neq0$, the eigenvalues would instead differ by $2ik$.

```lean
/-- The eigenvalues of the Rashba matrix are exactly `ξ²/2 + γ²k² ± |ξγ| |k|`. -/
theorem rashba_eigenvalues (ξ γ kx ky : ℝ) (μ : ℂ) :
    (∃ v : Fin 2 → ℂ, v ≠ 0 ∧ rashba ξ γ kx ky *ᵥ v = μ • v) ↔
      μ = level ξ γ kx ky 1 ∨ μ = level ξ γ kx ky (-1) := by
  -- the characteristic determinant factorises into the two levels
  have hdet : (rashba ξ γ kx ky - μ • (1 : Matrix (Fin 2) (Fin 2) ℂ)).det =
      (μ - level ξ γ kx ky 1) * (μ - level ξ γ kx ky (-1)) := by
    have hr : (|ξ * γ| * √(kx ^ 2 + ky ^ 2)) ^ 2 = (ξ * γ) ^ 2 * (kx ^ 2 + ky ^ 2) := by
      rw [mul_pow, sq_abs, Real.sq_sqrt (by positivity)]
    unfold level
    generalize |ξ * γ| * √(kx ^ 2 + ky ^ 2) = r at hr ⊢
    have hc : (r : ℂ) ^ 2 = ((ξ : ℂ) * γ) ^ 2 * ((kx : ℂ) ^ 2 + (ky : ℂ) ^ 2) := by
      exact_mod_cast hr
    rw [Matrix.det_fin_two]
    simp [rashba, pauli]
    linear_combination hc + ((ξ : ℂ) * γ) ^ 2 * (kx : ℂ) ^ 2 * Complex.I_sq
  have he : (∃ v : Fin 2 → ℂ, v ≠ 0 ∧ rashba ξ γ kx ky *ᵥ v = μ • v) ↔
      ∃ v : Fin 2 → ℂ, v ≠ 0 ∧
        (rashba ξ γ kx ky - μ • (1 : Matrix (Fin 2) (Fin 2) ℂ)) *ᵥ v = 0 := by
    simp only [Matrix.sub_mulVec, Matrix.smul_mulVec, Matrix.one_mulVec, sub_eq_zero]
  rw [he, Matrix.exists_mulVec_eq_zero_iff, hdet, mul_eq_zero, sub_eq_zero, sub_eq_zero]
```

## Coupling, asymmetry and wave vector all nonzero

Subtraction gives $\varepsilon_+-\varepsilon_-=2|\xi\gamma|k$. This vanishes exactly when $\xi=0$, $\gamma=0$ or $k_x=k_y=0$. Lean splits the zero product into its factors, and a vanishing sum of squares forces both wave-vector components to zero.

```lean
/-- The two levels differ by `2 |ξγ| |k|`, and they coincide exactly when the atomic coupling
`ξ`, the asymmetry `γ` or the wave vector vanishes. -/
theorem rashba_splitting (ξ γ kx ky : ℝ) :
    level ξ γ kx ky 1 - level ξ γ kx ky (-1) = 2 * |ξ * γ| * √(kx ^ 2 + ky ^ 2) ∧
      (level ξ γ kx ky 1 = level ξ γ kx ky (-1) ↔
        ξ = 0 ∨ γ = 0 ∨ (kx = 0 ∧ ky = 0)) := by
  refine ⟨by unfold level; ring, fun e => ?_, ?_⟩
  · have h0 : |ξ * γ| * √(kx ^ 2 + ky ^ 2) = 0 := by
      unfold level at e
      linarith
    rcases mul_eq_zero.mp h0 with h | h
    · rcases mul_eq_zero.mp (abs_eq_zero.mp h) with h | h
      · exact Or.inl h
      · exact Or.inr (Or.inl h)
    · have hk : kx ^ 2 + ky ^ 2 = 0 := (Real.sqrt_eq_zero (by positivity)).mp h
      have hx : kx ^ 2 = 0 := by linarith [sq_nonneg kx, sq_nonneg ky]
      have hy : ky ^ 2 = 0 := by linarith
      exact Or.inr (Or.inr ⟨pow_eq_zero_iff two_ne_zero |>.mp hx,
        pow_eq_zero_iff two_ne_zero |>.mp hy⟩)
  · rintro (rfl | rfl | ⟨rfl, rfl⟩) <;> simp [level]

end

end RashbaFromAtomicCoupling
```

```lean
#print axioms RashbaFromAtomicCoupling.second_order_hamiltonian
#print axioms RashbaFromAtomicCoupling.rashba_eigenvalues
#print axioms RashbaFromAtomicCoupling.rashba_splitting
```

```
'RashbaFromAtomicCoupling.second_order_hamiltonian' depends on axioms: [propext, Classical.choice, Quot.sound]
'RashbaFromAtomicCoupling.rashba_eigenvalues' depends on axioms: [propext, Classical.choice, Quot.sound]
'RashbaFromAtomicCoupling.rashba_splitting' depends on axioms: [propext, Classical.choice, Quot.sound]
```

## Downfolding a tight-binding Hamiltonian

Consider a minimal tight-binding model of a square or triangular lattice near $k=0$, with one p shell per cell, in which the $k$-dependence of the diagonal energies and the hopping between $p_x$ and $p_y$ are neglected. Its $6\times6$ Hamiltonian has diagonal energies $\delta$ for $p_z$ and 0 for $p_x,p_y$, plus $H_1$. Eliminating the four in-plane spin-orbitals to second order leaves the $2\times2$ block $\delta+R/\delta$. Its Rashba coefficient is $\alpha=\xi\gamma/\delta$, and its two bands are separated by $2|\alpha|k$.
